# A Rank-3 Matrix Whose Shortest Nonnegative Factorisation Has Four Terms

Two parties each record one of four outcomes, and the outcomes are correlated. How many values must a shared classical variable take to explain the joint distribution, if the two outcomes are to be independent once its value is known? If the rank of the probability table is taken as the answer, the count can be too small. The table $M/8$, with

$$M=\begin{pmatrix}1&1&0&0\\1&0&1&0\\0&1&0&1\\0&0&1&1\end{pmatrix},$$

has rank 3, but every way of writing it as three outer products uses a negative number somewhere, and negative numbers cannot serve as probabilities. Four values are needed, and four suffice.

## Rank three, four nonnegative terms

Number rows and columns from 0, and write $R_i$ for row $i$. Then $R_3=-R_0+R_1+R_2$, so the rank is at most 3. If $aR_0+bR_1+cR_2=(a+b,\,a+c,\,b,\,c)$ vanishes, then $b=c=0$ and hence $a=0$. The first three rows are therefore independent, and the rank is 3.

Now suppose $M_{ij}=\sum_{k=0}^{r-1}u_k(i)\,v_k(j)$ with all $u_k(i),v_k(j)\ge 0$. The number of terms $r$ is the bond dimension. Nonnegative terms cannot cancel, so $M_{ij}=0$ forces $u_k(i)v_k(j)=0$ for every $k$.

Consider the entries $(0,0),(1,2),(2,1),(3,3)$, all equal to 1. Each needs a term that is nonzero there. If one term $k$ served two of them, $(i,j)$ and $(i',j')$, then $u_k(i),v_k(j),u_k(i'),v_k(j')$ would all be positive, and so would the crossed entries $M_{ij'}$ and $M_{i'j}$. But each pair has a crossed zero:

$$M_{02}=M_{20}=M_{03}=M_{11}=M_{13}=M_{31}=0.$$

The four entries need four different terms, so $r\ge4$. Conversely, for $r\ge4$ take one term per row, with $u_k$ the $k$-th unit vector and $v_k=R_k$, and set any further terms to zero.

For the distribution, suppose $M_{ij}/8=\sum_k w_k\,p_k(i)\,q_k(j)$, where $w_k$ is the probability of the shared value $k$ and $p_k,q_k$ are the parties' outcome distributions given $k$. Setting $u_k=8w_kp_k$ and $v_k=q_k$ gives a nonnegative factorisation of $M$, so at least four values are needed. Four suffice with $w_k=1/4$, $p_k$ the $k$-th unit vector and $q_k=R_k/2$.

Two entries show the difference in numbers. The signed three-term factorisation gives $M_{30}=(-1)(1)+(1)(1)+(1)(0)=0$ by cancellation. The four-value model gives outcome pair $(2,3)$ the probability $\tfrac14\cdot1\cdot\tfrac12=\tfrac18$, from the value $k=2$ alone.

## Factorisations and shared variables in Lean

```lean
import Mathlib

namespace NonnegativeBondDimension

noncomputable section

variable {m n : Type*}
```

The index types `m` and `n` label the outcomes of the two parties. The first definition leaves the vectors unnormalised.

```lean
/-- The matrix `M` is a sum of `r` outer products of entrywise nonnegative vectors:
a nonnegative factorisation of bond dimension `r`. -/
def HasNonnegFactorisation (M : Matrix m n ℝ) (r : ℕ) : Prop :=
  ∃ (u : Fin r → m → ℝ) (v : Fin r → n → ℝ),
    (∀ k i, 0 ≤ u k i) ∧ (∀ k j, 0 ≤ v k j) ∧ ∀ i j, M i j = ∑ k, u k i * v k j
```

The second adds normalisation of the weights `w` and of the local distributions `p k` and `q k`. The product `p k i * q k j` states that the two outcomes are independent once the value `k` is given.

```lean
/-- The joint distribution `P` of two outcomes is explained by a shared hidden variable with
`r` values: `w` is the distribution of the variable, and `p k`, `q k` are the outcome
distributions of the two parties when it has the value `k`. -/
def HasHiddenVariableModel [Fintype m] [Fintype n] (P : Matrix m n ℝ) (r : ℕ) : Prop :=
  ∃ (w : Fin r → ℝ) (p : Fin r → m → ℝ) (q : Fin r → n → ℝ),
    ((∀ k, 0 ≤ w k) ∧ ∑ k, w k = 1) ∧
    ((∀ k i, 0 ≤ p k i) ∧ ∀ k, ∑ i, p k i = 1) ∧
    ((∀ k j, 0 ≤ q k j) ∧ ∀ k, ∑ j, q k j = 1) ∧
    ∀ i j, P i j = ∑ k, w k * p k i * q k j
```

"Hidden variable" is used here without measurement settings, unlike in Bell's theorem. The question is how many values the variable needs, and no quantum violation is involved.

```lean
/-- The 4×4 matrix with rows 1100, 1010, 0101, 0011. -/
def squareMatrix : Matrix (Fin 4) (Fin 4) ℝ :=
  !![1, 1, 0, 0; 1, 0, 1, 0; 0, 1, 0, 1; 0, 0, 1, 1]
```

The entries of `squareMatrix` sum to 8, which fixes the factor in the distribution.

```lean
/-- The joint distribution that gives probability 1/8 to each nonzero entry of
`squareMatrix`. -/
def squareDistribution : Matrix (Fin 4) (Fin 4) ℝ := (1 / 8 : ℝ) • squareMatrix
```

## Crossed zeros bound the number of terms

A vanishing sum of nonnegative numbers has only vanishing terms.

```lean
/-- Nonnegative terms cannot cancel: where their sum vanishes, each outer product vanishes. -/
theorem term_eq_zero_of_entry_eq_zero {r : ℕ} {u : Fin r → m → ℝ} {v : Fin r → n → ℝ}
    (hu : ∀ k i, 0 ≤ u k i) (hv : ∀ k j, 0 ≤ v k j) {i : m} {j : n}
    (h : ∑ k, u k i * v k j = 0) (k : Fin r) : u k i * v k j = 0 :=
  (Finset.sum_eq_zero_iff_of_nonneg
    (fun l _ => mul_nonneg (hu l i) (hv l j))).1 h k (Finset.mem_univ k)
```

The counting argument holds for any real matrix. The family of entries is $(a_s,b_s)$, with $s$ in a finite type `ι`.

```lean
/-- Take a family of nonzero entries of a matrix such that, for any two of them, at least one
of the two crossed entries is zero. Then every nonnegative factorisation has at least as many
terms as the family has members. -/
theorem card_le_of_crossed_zeros {ι : Type*} [Fintype ι] {M : Matrix m n ℝ} {r : ℕ}
    (hM : HasNonnegFactorisation M r) (a : ι → m) (b : ι → n)
    (hne : ∀ s, M (a s) (b s) ≠ 0)
    (hcross : ∀ s t, s ≠ t → M (a s) (b t) = 0 ∨ M (a t) (b s) = 0) :
    Fintype.card ι ≤ r := by
  obtain ⟨u, v, hu, hv, h⟩ := hM
  -- each chosen entry is fed by some term
  have hex : ∀ s, ∃ k, u k (a s) * v k (b s) ≠ 0 := by
    intro s
    by_contra hcon
    push Not at hcon
    exact hne s (by rw [h]; exact Finset.sum_eq_zero (fun k _ => hcon k))
  choose f hf using hex
  -- one term cannot feed two of them, since it would also feed both crossed entries
  have hinj : Function.Injective f := by
    intro s t hst
    by_contra hne'
    have hs := hf s
    have ht := hf t
    rw [← hst] at ht
    rcases hcross s t hne' with h0 | h0
    · rw [h] at h0
      exact mul_ne_zero (left_ne_zero_of_mul hs) (right_ne_zero_of_mul ht)
        (term_eq_zero_of_entry_eq_zero hu hv h0 (f s))
    · rw [h] at h0
      exact mul_ne_zero (left_ne_zero_of_mul ht) (right_ne_zero_of_mul hs)
        (term_eq_zero_of_entry_eq_zero hu hv h0 (f s))
  simpa using Fintype.card_le_of_injective f hinj
```

Here `choose` selects a term `f s` that is nonzero at each chosen entry. `hinj` shows that different entries get different terms: a shared term would be nonzero at both crossed positions, one of which holds a zero. An injective map from `ι` into `Fin r` gives the bound.

The upper bound uses one term per row, padded with zeros. In this theorem `p` is the number of rows, not an outcome distribution.

```lean
/-- An entrywise nonnegative matrix with `p` rows has a nonnegative factorisation of every
bond dimension `r ≥ p`. -/
theorem hasNonnegFactorisation_of_rows {p r : ℕ} (M : Matrix (Fin p) n ℝ)
    (hM : ∀ i j, 0 ≤ M i j) (h : p ≤ r) : HasNonnegFactorisation M r := by
  -- one term per row, padded with zeros
  refine ⟨fun k i => if k = Fin.castLE h i then 1 else 0,
    fun k j => if hk : k.val < p then M ⟨k.val, hk⟩ j else 0, ?_, ?_, ?_⟩
  · intro k i
    dsimp only
    split_ifs <;> norm_num
  · intro k j
    dsimp only
    split_ifs with hk
    · exact hM _ j
    · exact le_refl 0
  · intro i j
    rw [Finset.sum_eq_single (Fin.castLE h i)]
    · simp
    · intro k _ hk
      simp [hk]
    · intro hi
      exact absurd (Finset.mem_univ _) hi
```

## The rank computed by compression

The left factor below records the row relation $R_3=-R_0+R_1+R_2$.

```lean
/-- With signed entries allowed, `squareMatrix` factorises through bond dimension three. -/
theorem squareMatrix_signed_factorisation :
    squareMatrix = (!![1, 0, 0; 0, 1, 0; 0, 0, 1; -1, 1, 1] : Matrix (Fin 4) (Fin 3) ℝ) *
      (!![1, 1, 0, 0; 1, 0, 1, 0; 0, 1, 0, 1] : Matrix (Fin 3) (Fin 4) ℝ) := by
  ext i j
  fin_cases i <;> fin_cases j <;>
    simp [squareMatrix, Matrix.mul_apply, Fin.sum_univ_three]
```

For the lower bound, `P` keeps the first three rows and `Q` combines columns so that the product is the 3×3 identity. Multiplication cannot raise the rank. This `P` is not the distribution `P` of the earlier definition.

```lean
/-- The rank of `squareMatrix` over the real numbers is three. -/
theorem squareMatrix_rank : squareMatrix.rank = 3 := by
  apply le_antisymm
  · rw [squareMatrix_signed_factorisation]
    exact (Matrix.rank_mul_le_left _ _).trans
      ((Matrix.rank_le_card_width _).trans (le_of_eq (Fintype.card_fin 3)))
  · -- compress the matrix to the 3×3 identity
    let P : Matrix (Fin 3) (Fin 4) ℝ := !![1, 0, 0, 0; 0, 1, 0, 0; 0, 0, 1, 0]
    let Q : Matrix (Fin 4) (Fin 3) ℝ := !![0, 0, 0; 1, 0, 0; 0, 1, 0; -1, 0, 1]
    have hPQ : P * squareMatrix * Q = 1 := by
      ext i j
      fin_cases i <;> fin_cases j <;>
        simp [P, Q, squareMatrix, Matrix.mul_apply, Fin.sum_univ_four]
    calc 3 = (P * squareMatrix * Q).rank := by rw [hPQ, Matrix.rank_one]; simp
      _ ≤ (P * squareMatrix).rank := Matrix.rank_mul_le_left _ _
      _ ≤ squareMatrix.rank := Matrix.rank_mul_le_right _ _
```

## Four terms and four hidden values

The vector `![0, 2, 1, 3]` lists the columns of the four chosen entries, `fin_cases` runs through the pairs, and `simp` checks their crossed zeros.

```lean
/-- `squareMatrix` has rank three, but it is a sum of `r` outer products of entrywise
nonnegative vectors exactly when `r` is at least four. -/
theorem rank_three_nonneg_bond_four :
    squareMatrix.rank = 3 ∧ ∀ r, HasNonnegFactorisation squareMatrix r ↔ 4 ≤ r := by
  refine ⟨squareMatrix_rank, fun r => ⟨fun h => ?_, fun h => ?_⟩⟩
  · -- the entries (0,0), (1,2), (2,1), (3,3) need four different terms
    have hcard := card_le_of_crossed_zeros h (fun s : Fin 4 => s)
      (![0, 2, 1, 3] : Fin 4 → Fin 4)
      (by intro s; fin_cases s <;> simp [squareMatrix])
      (by
        intro s t hst
        fin_cases s <;> fin_cases t <;> simp [squareMatrix] at hst ⊢)
    simpa using hcard
  · refine hasNonnegFactorisation_of_rows squareMatrix (fun i j => ?_) h
    fin_cases i <;> fin_cases j <;> simp [squareMatrix]
```

The last theorem absorbs the weights and the factor 8 into the first vector, then supplies the four-value model above.

```lean
/-- A shared hidden variable that explains `squareDistribution` has at least four values,
and four values suffice. -/
theorem squareDistribution_hidden_variable :
    (∀ r, HasHiddenVariableModel squareDistribution r → 4 ≤ r) ∧
      HasHiddenVariableModel squareDistribution 4 := by
  constructor
  · rintro r ⟨w, p, q, ⟨hw, -⟩, ⟨hp, -⟩, ⟨hq, -⟩, h⟩
    -- absorb the weights into one factor
    refine (rank_three_nonneg_bond_four.2 r).1 ⟨fun k i => 8 * (w k * p k i), q,
      fun k i => mul_nonneg (by norm_num) (mul_nonneg (hw k) (hp k i)), hq, fun i j => ?_⟩
    have hij : (1 / 8 : ℝ) * squareMatrix i j = ∑ k, w k * p k i * q k j := h i j
    calc squareMatrix i j = 8 * ((1 / 8 : ℝ) * squareMatrix i j) := by ring
      _ = ∑ k, 8 * (w k * p k i) * q k j := by
        rw [hij, Finset.mul_sum]
        exact Finset.sum_congr rfl (fun k _ => by ring)
  · -- the hidden variable is the first party's outcome
    refine ⟨fun _ => 1 / 4, fun k i => if i = k then 1 else 0,
      fun k j => squareMatrix k j / 2, ⟨fun _ => by norm_num, by norm_num⟩,
      ⟨fun k i => ?_, fun k => by simp⟩, ⟨fun k j => ?_, fun k => ?_⟩, fun i j => ?_⟩
    · dsimp only
      split_ifs <;> norm_num
    · fin_cases k <;> fin_cases j <;> norm_num [squareMatrix]
    · fin_cases k <;> simp [squareMatrix, Fin.sum_univ_four] <;> norm_num
    · fin_cases i <;> fin_cases j <;>
        norm_num [squareDistribution, squareMatrix, Fin.sum_univ_four]

end

end NonnegativeBondDimension
```

```lean
#print axioms NonnegativeBondDimension.rank_three_nonneg_bond_four
#print axioms NonnegativeBondDimension.squareDistribution_hidden_variable
```

```
'NonnegativeBondDimension.rank_three_nonneg_bond_four' depends on axioms: [propext, Classical.choice, Quot.sound]
'NonnegativeBondDimension.squareDistribution_hidden_variable' depends on axioms: [propext, Classical.choice, Quot.sound]
```

In tensor-network simulation of classical distributions, requiring nonnegative tensors can thus raise the bond dimension above the rank, shown here for a single two-site table. The step to an experiment is the identification of measured frequencies with this exact table: the argument uses exact zeros, which finite data cannot establish.
